# For one initial state and one operator component, the total strength of a degenerate level can be split among orthonormal sublevels in any nonnegative way

## Two runs agree on the sum but not on the components

Before I compare transition strengths from two runs, I add up the squared overlaps |⟨w_i, v⟩|² over the orthonormal eigenvectors w_i of each degenerate level. Here v is one component of the transition operator, such as the dipole along x, applied to one fixed initial state. Without that sum the runs disagree: for one doubly degenerate level, the first gives strengths 0.5 and 0.5, the second 0.9 and 0.1. I see that the eigenvectors may be rotated among themselves. But does v restrict the split at all, or could a solver return any two nonnegative numbers with the right sum?

## Only the total is fixed

Any such pair is possible if the solver may return any orthonormal basis of the level, complex combinations included. Let W be the level and P the orthogonal projection onto it. Since v − Pv is orthogonal to W, every orthonormal basis of W satisfies

⟨w_i, v⟩ = ⟨w_i, Pv⟩,

∑_i |⟨w_i, v⟩|² = ‖Pv‖².

Conversely, prescribe numbers s_i ≥ 0 with ∑_i s_i = ‖Pv‖². If dim W = 0, there is nothing to choose. Otherwise let k = dim W and let x in ℂᵏ have coordinates x_i = √s_i, so that ‖x‖ = ‖Pv‖. Fix one index i. Choose an orthonormal basis b of W with Pv = ‖Pv‖ b_i: normalise Pv and extend it to a basis, or take any basis if Pv = 0. Choose c in ℂᵏ likewise, with x = ‖x‖ c_i. The unitary map U that sends b_l to c_l for every l then gives

U(Pv) = ‖Pv‖ c_i = x.

With e_l the standard basis of ℂᵏ, set w_l = U⁻¹e_l. Then

⟨w_l, Pv⟩ = ⟨e_l, U(Pv)⟩ = √s_l,

so the strengths are the prescribed ones.

For a single component i in a level of dimension at least 2, pick another index j and set s_i = t, s_j = ‖Pv‖² − t and the rest to zero. Every t from 0 to ‖Pv‖² occurs, and no other value can, because the terms are nonnegative and add up to ‖Pv‖².

If component i has the same strength in all bases and dim W ≥ 2, the two extreme values must coincide, so Pv = 0. Conversely, if dim W = 1 the only component is the total, and if Pv = 0 every component vanishes.

Here is the same argument in Lean 4 with Mathlib.

```lean
import Mathlib

open Module
open scoped InnerProductSpace

namespace DegenerateLineStrength

noncomputable section

variable {E : Type*} [NormedAddCommGroup E] [InnerProductSpace ℂ E]
  {W : Submodule ℂ E} [FiniteDimensional ℂ W] {ι : Type*} [Fintype ι]

/-- The strength `|⟨w_i, v⟩|²` with which the vector `v` couples to the sublevel `w_i` of an
orthonormal basis of the degenerate level `W`. -/
def componentStrength (b : OrthonormalBasis ι ℂ W) (v : E) (i : ι) : ℝ :=
  ‖⟪(b i : E), v⟫_ℂ‖ ^ 2

/-- A component strength is the squared modulus of a coordinate of the projection of `v`
on the level. -/
theorem componentStrength_eq (b : OrthonormalBasis ι ℂ W) (v : E) (i : ι) :
    componentStrength b v i = ‖b.repr (W.orthogonalProjectionOnto v) i‖ ^ 2 := by
  rw [componentStrength, OrthonormalBasis.repr_apply_apply,
    Submodule.inner_orthogonalProjectionOnto_eq_of_mem_left]

/-- In every orthonormal basis of the level the component strengths add up to the squared
norm of the projection of `v`. -/
theorem sum_componentStrength (b : OrthonormalBasis ι ℂ W) (v : E) :
    ∑ i, componentStrength b v i = ‖W.orthogonalProjectionOnto v‖ ^ 2 := by
  rw [← b.repr.norm_map (W.orthogonalProjectionOnto v), EuclideanSpace.norm_sq_eq]
  exact Finset.sum_congr rfl fun i _ => componentStrength_eq b v i

/-- Any vector `p` of a nonzero finite-dimensional state space is `‖p‖` times the member with a
given label `i` of some orthonormal basis. -/
theorem exists_adapted_basis {V : Type*} [NormedAddCommGroup V] [InnerProductSpace ℂ V]
    [FiniteDimensional ℂ V] (hcard : finrank ℂ V = Fintype.card ι) (p : V) (i : ι) :
    ∃ b : OrthonormalBasis ι ℂ V, p = (‖p‖ : ℂ) • b i := by
  by_cases hp : p = 0
  · exact ⟨(stdOrthonormalBasis ℂ V).reindex
      ((finCongr hcard).trans (Fintype.equivFin ι).symm), by simp [hp]⟩
  · have hn : ‖p‖ ≠ 0 := norm_ne_zero_iff.mpr hp
    have hu : ‖(‖p‖ : ℂ)⁻¹ • p‖ = 1 := by
      rw [norm_smul, norm_inv, Complex.norm_real, norm_norm, inv_mul_cancel₀ hn]
    -- the normalised vector alone is an orthonormal family, which extends to a basis
    have ho : Orthonormal ℂ (({i} : Set ι).domRestrict fun _ => (‖p‖ : ℂ)⁻¹ • p) :=
      ⟨fun _ => hu, fun a c hac => (hac (Subsingleton.elim a c)).elim⟩
    obtain ⟨b, hb⟩ := ho.exists_orthonormalBasis_extension_of_card_eq hcard
    have h1 : b i = (‖p‖ : ℂ)⁻¹ • p := hb i (Set.mem_singleton i)
    refine ⟨b, ?_⟩
    rw [h1, smul_inv_smul₀ (Complex.ofReal_ne_zero.mpr hn)]

/-- A vector of a nonzero finite-dimensional state space can be given any coordinates of the same
norm by a unitary choice of coordinates. -/
theorem exists_unitary_coordinates {V : Type*} [NormedAddCommGroup V] [InnerProductSpace ℂ V]
    [FiniteDimensional ℂ V] [Nonempty ι] (hcard : finrank ℂ V = Fintype.card ι)
    (p : V) (x : EuclideanSpace ℂ ι) (hpx : ‖p‖ = ‖x‖) :
    ∃ U : V ≃ₗᵢ[ℂ] EuclideanSpace ℂ ι, U p = x := by
  classical
  obtain ⟨i⟩ := ‹Nonempty ι›
  obtain ⟨b, hb⟩ := exists_adapted_basis hcard p i
  obtain ⟨c, hc⟩ := exists_adapted_basis (finrank_euclideanSpace (𝕜 := ℂ) (ι := ι)) x i
  -- send one adapted basis to the other
  have hbc : (b.repr.trans c.repr.symm) (b i) = c i := by
    simp
  refine ⟨b.repr.trans c.repr.symm, ?_⟩
  calc (b.repr.trans c.repr.symm) p
      = (b.repr.trans c.repr.symm) ((‖p‖ : ℂ) • b i) := congrArg _ hb
    _ = (‖p‖ : ℂ) • c i := by rw [map_smul, hbc]
    _ = x := by rw [hpx]; exact hc.symm

/-- Real numbers `s i`, one for each sublevel, are the component strengths of `v` in some
orthonormal basis of the level exactly when they are nonnegative and add up to the squared
norm of the projection of `v`. -/
theorem strength_distribution_iff (hcard : finrank ℂ W = Fintype.card ι) (v : E) (s : ι → ℝ) :
    (∃ b : OrthonormalBasis ι ℂ W, ∀ i, componentStrength b v i = s i) ↔
      (∀ i, 0 ≤ s i) ∧ ∑ i, s i = ‖W.orthogonalProjectionOnto v‖ ^ 2 := by
  constructor
  · rintro ⟨b, hb⟩
    refine ⟨fun i => ?_, ?_⟩
    · rw [← hb i]
      exact sq_nonneg _
    · rw [← sum_componentStrength b v]
      exact Finset.sum_congr rfl fun i _ => (hb i).symm
  · rintro ⟨hs, hsum⟩
    rcases isEmpty_or_nonempty ι with hι | hι
    · exact ⟨(stdOrthonormalBasis ℂ W).reindex
        ((finCongr hcard).trans (Fintype.equivFin ι).symm), fun i => hι.elim i⟩
    -- amplitudes whose squared moduli are the prescribed strengths
    obtain ⟨x, hx⟩ : ∃ x : EuclideanSpace ℂ ι, ∀ i, ‖x i‖ ^ 2 = s i := by
      refine ⟨WithLp.toLp 2 fun i => ((Real.sqrt (s i) : ℝ) : ℂ), fun i => ?_⟩
      change ‖((Real.sqrt (s i) : ℝ) : ℂ)‖ ^ 2 = s i
      rw [Complex.norm_real, Real.norm_of_nonneg (Real.sqrt_nonneg _), Real.sq_sqrt (hs i)]
    have hnorm : ‖W.orthogonalProjectionOnto v‖ = ‖x‖ := by
      refine (sq_eq_sq₀ (norm_nonneg _) (norm_nonneg _)).1 ?_
      rw [← hsum, EuclideanSpace.norm_sq_eq]
      exact Finset.sum_congr rfl fun i _ => (hx i).symm
    obtain ⟨U, hU⟩ := exists_unitary_coordinates hcard (W.orthogonalProjectionOnto v) x hnorm
    -- the unitary coordinates define the required sublevel basis
    have hrepr : (OrthonormalBasis.ofRepr U).repr (W.orthogonalProjectionOnto v) = x := hU
    refine ⟨OrthonormalBasis.ofRepr U, fun i => ?_⟩
    rw [componentStrength_eq, hrepr, hx i]

/-- In a level of dimension at least two, the strength of one chosen component takes, as the
orthonormal basis varies, exactly the values from zero to the total strength. -/
theorem single_strength_range (hcard : finrank ℂ W = Fintype.card ι) (hk : 2 ≤ finrank ℂ W)
    (v : E) (i : ι) (t : ℝ) :
    (∃ b : OrthonormalBasis ι ℂ W, componentStrength b v i = t) ↔
      0 ≤ t ∧ t ≤ ‖W.orthogonalProjectionOnto v‖ ^ 2 := by
  classical
  constructor
  · rintro ⟨b, rfl⟩
    refine ⟨sq_nonneg _, ?_⟩
    rw [← sum_componentStrength b v]
    exact Finset.single_le_sum (f := componentStrength b v)
      (fun j _ => sq_nonneg _) (Finset.mem_univ i)
  · rintro ⟨h0, h1⟩
    obtain ⟨j, hj⟩ := Fintype.exists_ne_of_one_lt_card (by omega : 1 < Fintype.card ι) i
    -- a second sublevel takes up the remaining strength
    obtain ⟨b, hb⟩ := (strength_distribution_iff hcard v (fun l =>
        (if l = i then t else 0) +
          (if l = j then ‖W.orthogonalProjectionOnto v‖ ^ 2 - t else 0))).2
      ⟨fun l => by refine add_nonneg ?_ ?_ <;> split_ifs <;> linarith,
        by simp [Finset.sum_add_distrib]⟩
    refine ⟨b, ?_⟩
    rw [hb i]
    simp [hj.symm]

/-- The strength of one chosen component is the same in all orthonormal bases of the level
exactly when the level is one-dimensional or `v` has zero projection on it. -/
theorem single_strength_well_defined_iff (hcard : finrank ℂ W = Fintype.card ι)
    (v : E) (i : ι) :
    (∀ b b' : OrthonormalBasis ι ℂ W, componentStrength b v i = componentStrength b' v i) ↔
      finrank ℂ W = 1 ∨ W.orthogonalProjectionOnto v = 0 := by
  constructor
  · intro h
    by_cases h1 : finrank ℂ W = 1
    · exact Or.inl h1
    · have hpos : 0 < Fintype.card ι := Fintype.card_pos_iff.2 ⟨i⟩
      have hk : 2 ≤ finrank ℂ W := by omega
      -- compare a basis with zero strength and one with the full strength
      obtain ⟨b, hb⟩ := (single_strength_range hcard hk v i 0).2 ⟨le_rfl, sq_nonneg _⟩
      obtain ⟨b', hb'⟩ := (single_strength_range hcard hk v i _).2 ⟨sq_nonneg _, le_rfl⟩
      have hz : ‖W.orthogonalProjectionOnto v‖ ^ 2 = 0 := by
        rw [← hb', ← h b b', hb]
      exact Or.inr (norm_eq_zero.1 (pow_eq_zero_iff two_ne_zero |>.1 hz))
  · rintro (h1 | h0) b b'
    · haveI : Subsingleton ι := Fintype.card_le_one_iff_subsingleton.1 (by omega)
      rw [← Fintype.sum_subsingleton (componentStrength b v) i,
        ← Fintype.sum_subsingleton (componentStrength b' v) i,
        sum_componentStrength, sum_componentStrength]
    · rw [componentStrength_eq, componentStrength_eq, h0, map_zero, map_zero]

end

end DegenerateLineStrength
```

```lean
#print axioms DegenerateLineStrength.strength_distribution_iff
#print axioms DegenerateLineStrength.single_strength_well_defined_iff
```

```
'DegenerateLineStrength.strength_distribution_iff' depends on axioms: [propext, Classical.choice, Quot.sound]
'DegenerateLineStrength.single_strength_well_defined_iff' depends on axioms: [propext, Classical.choice, Quot.sound]
```

The level is `W`, a finite-dimensional subspace of a complex inner-product space `E` that may itself be infinite-dimensional. A choice of sublevels is an `OrthonormalBasis ι ℂ W`, with labels in `ι`; `hcard` says that there are as many labels as dimensions. The projection Pv is `W.orthogonalProjectionOnto v`, and `componentStrength b v i` is |⟨w_i, v⟩|², without frequency factors or other prefactors.

`strength_distribution_iff` characterises the possible lists of strengths, `single_strength_range` gives the interval for one component, and `single_strength_well_defined_iff` says when that component is independent of the basis.

No Hamiltonian appears: exact degeneracy enters only through the freedom to use every orthonormal basis of `W`. A field or a further quantum number that selects particular sublevels removes that freedom. The vector `v` is fixed, so the statements concern one initial state and one operator component. Strengths summed over x, y and z can be less free: from an s state to a p level, spin aside, each of the three sublevels gets a third of the summed dipole strength in every orthonormal basis. Within these limits, and for runs that share the same v, the theorems say which numbers in an electronic-structure output can be compared: the sum over an exactly degenerate level, not its separate entries. If the initial level is degenerate too, the runs may start from different initial states, and then even this sum can differ.

The condition `hk`, dimension at least 2, is needed for the interval. Take W = E = ℂ and v = 1: the only component has strength 1 in every basis, so t = 0 is never reached.

In the proof, `componentStrength_eq` replaces v by Pv, and `sum_componentStrength` adds the squared coordinates. `exists_adapted_basis` treats the zero vector separately and otherwise extends the normalised vector to a basis. `exists_unitary_coordinates` composes `b.repr` with `c.repr.symm`, which is the map U above. In `strength_distribution_iff`, the square roots supply `x`, and `OrthonormalBasis.ofRepr U` turns U into the basis w_l = U⁻¹e_l. `single_strength_range` feeds in the two-sublevel split as a sum of two `if` expressions. The last theorem compares a basis of strength 0 with one of full strength; for its converse it uses the one-term sum when the dimension is 1, and the vanishing coordinates when Pv = 0.
